# In three dimensions, the two Maxwell Garnett permittivities of a mixture of two unequal positive permittivities lie strictly between the harmonic and arithmetic means

Take two lossless dielectrics with permittivities 0 < e1 < e2, filling volume fractions p and q, both positive, with p + q = 1. The Maxwell Garnett formula gives two values for this composition, since either material can be the host and the other the spherical inclusions. The claim is

harmonic mean < value with host e1 < value with host e2 < arithmetic mean.

I can check this for any numbers I choose, but I would like a derivation that covers every composition and contrast, with the poles of the formula dealt with, and a version that a proof assistant has checked. Can it be done?

## Both mixing values lie on one increasing curve

Yes, and the chain holds for every real dimension parameter d > 1, with spheres as the case d = 3. Both Maxwell Garnett values lie on a single increasing curve that starts at the harmonic mean and stays below the arithmetic mean.

Let h be the host permittivity, e the inclusion permittivity and f the volume fraction of the inclusions. The polarisability factor of an inclusion is

b = (e − h)/(e + (d − 1)h),

and the Maxwell Garnett value M follows from the mixing rule that the composite, seen as one large inclusion in the host, has the factor f b:

(M − h)/(M + (d − 1)h) = f b.

Multiplying out and collecting M gives

M (1 − f b) = h (1 + (d − 1) f b),

M = h (1 + (d − 1) f b)/(1 − f b).

The division is safe for positive permittivities, d ≥ 1 and 0 ≤ f < 1, because

1 − f b = (f h + (1 − f) e + (d − 1)h)/(e + (d − 1)h) > 0.

Now let the host be e1, so that h = e1, e = e2 and f = q. Insert b and multiply numerator and denominator by e2 + (d − 1)e1. With p = 1 − q this gives

M = (e1 e2 + (d − 1)e1 (p e1 + q e2))/(q e1 + p e2 + (d − 1)e1).

Because p² + q² + 2pq = 1, the two weighted averages satisfy

(p e1 + q e2)(q e1 + p e2) = e1 e2 + p q (e1 − e2)².

Replacing e1 e2 in the numerator by means of this identity leaves M = F((d − 1)e1), where

F(t) = p e1 + q e2 − p q (e1 − e2)²/(q e1 + p e2 + t).

If e2 is the host, the inclusion fraction is p. Exchanging the names of the phases, e1 with e2 and p with q, doesn't change F, so the second value is F((d − 1)e2).

At t = 0 the same identity gives

F(0) = e1 e2/(q e1 + p e2) = 1/(p/e1 + q/e2),

which is the harmonic mean. For t ≥ 0 the subtracted term is positive and shrinks strictly as t grows, so F increases strictly and stays below p e1 + q e2. Since 0 < (d − 1)e1 < (d − 1)e2, the whole chain follows.

The fractions must be exchanged together with the materials. Take e1 = 1, e2 = 4, p = 0.1, q = 0.9 and d = 3. The four values in the chain are then about 3.08, 3.45, 3.61 and 3.70. If the inclusion fraction is left at q when e2 becomes the host, the formula returns about 1.23. That number belongs to a different composition, and the middle inequality fails.

## What the theorems say about the composite

The main theorem is `maxwellGarnett_bounds`. Its permittivities `e1` and `e2` are real numbers with `0 < e1` and `e1 < e2`, which stands for static or lossless materials away from any resonance that would make a permittivity negative. The fractions `p` and `q` belong to `e1` and `e2` respectively; they are positive and sum to one, so both materials are present and nothing else is.

The arguments of `maxwellGarnett d h e f` are the dimension, the host, the inclusion and the inclusion fraction, in that order. Thus `maxwellGarnett d e1 e2 q` has host `e1`, and `maxwellGarnett d e2 e1 p` is the same composition with the roles reversed. The conclusion is a conjunction of three strict inequalities. The harmonic mean has a definition of its own, while the arithmetic mean is written out as `p * e1 + q * e2`.

The dimension `d` is a real number and need not be an integer. The value 3 describes spheres, and 2 describes parallel circular cylinders in a field perpendicular to their axes. The condition `1 < d` is needed for strictness: `maxwellGarnett_one` shows that at d = 1 both mixing values equal the harmonic mean. That is the case of flat layers crossed by the field, which act like capacitors in series.

The theorem `maxwellGarnett_bounds_three` states the chain for d = 3 with the formula written out, and `mixing_rule_iff` ties the formula to its physical origin: a positive `M` satisfies the mixing rule exactly when it is the Maxwell Garnett value.

The mixing rule itself is taken as given and is not derived from Maxwell's equations. In three dimensions the two middle expressions are known as the Hashin–Shtrikman bounds for isotropic two-phase composites. What is proved here is the order of the four expressions, and whether the permittivity of a particular microstructure lies between them is a separate, variational question. Complex permittivities, and hence absorbing materials, are not covered either.

For simulation practice, the chain gives a consistency check on a routine that evaluates the Maxwell Garnett formula, restricted to d > 1 and two phases with different real positive permittivities.

The shape of the inclusions could also have been described by a depolarisation factor L = 1/d. The formula then reads

M = h + f h (e − h)/(h + (1 − f) L (e − h)),

and the condition d > 1 becomes 0 < L < 1. This form would also admit L = 0, the field along infinitely long needles, where both mixing values equal the arithmetic mean. No finite d reaches that limit.

Here is the complete file.

```lean
import Mathlib

namespace EffectiveMediumBounds

noncomputable section

/-- Polarisability factor of an inclusion `e` in a host `h` in dimension `d`,
for `e + (d - 1) h ≠ 0`. -/
def clausiusMossotti (d h e : ℝ) : ℝ := (e - h) / (e + (d - 1) * h)

/-- Maxwell Garnett permittivity of a host `h` holding a volume fraction `f` of inclusions `e`
in dimension `d`, for `e + (d - 1) h ≠ 0` and `f` times the polarisability factor not `1`. -/
def maxwellGarnett (d h e f : ℝ) : ℝ :=
  h * (1 + (d - 1) * f * clausiusMossotti d h e) / (1 - f * clausiusMossotti d h e)

/-- Harmonic mean of the permittivities `e1`, `e2` with volume fractions `p`, `q`,
for `e1`, `e2` and `p / e1 + q / e2` nonzero. -/
def harmonicMean (p q e1 e2 : ℝ) : ℝ := (p / e1 + q / e2)⁻¹

/-- Mixing curve with parameter `t`: the arithmetic mean of the permittivities less a
fluctuation term, for `q e1 + p e2 + t ≠ 0`. -/
def mixingCurve (p q e1 e2 t : ℝ) : ℝ :=
  p * e1 + q * e2 - p * q * (e1 - e2) ^ 2 / (q * e1 + p * e2 + t)

/-- The denominator of the Maxwell Garnett formula is positive for positive permittivities and an
inclusion fraction of at least zero and below one, in dimension one or higher. -/
theorem denominator_pos {d h e f : ℝ} (hd : 1 ≤ d) (hh : 0 < h) (he : 0 < e)
    (hf : 0 ≤ f) (hf1 : f < 1) : 0 < 1 - f * clausiusMossotti d h e := by
  have hk : 0 ≤ (d - 1) * h := mul_nonneg (by linarith) hh.le
  have hD1 : 0 < e + (d - 1) * h := by linarith
  have hD2 : 0 < f * h + (1 - f) * e + (d - 1) * h := by
    have h1 : 0 < (1 - f) * e := mul_pos (by linarith) he
    have h2 : 0 ≤ f * h := mul_nonneg hf hh.le
    linarith
  have hb : clausiusMossotti d h e * (e + (d - 1) * h) = e - h := by
    rw [clausiusMossotti, div_mul_cancel₀ _ hD1.ne']
  -- the denominator is a ratio of two positive sums
  have key : 1 - f * clausiusMossotti d h e
      = (f * h + (1 - f) * e + (d - 1) * h) / (e + (d - 1) * h) := by
    rw [eq_div_iff hD1.ne']
    linear_combination (-f) * hb
  rw [key]
  exact div_pos hD2 hD1

/-- In dimension one or higher, with host and inclusions of positive permittivity and `0 ≤ f < 1`, a
positive permittivity `M` has a polarisability factor in the host equal to `f` times that of the
inclusions exactly when `M` is the Maxwell Garnett permittivity. -/
theorem mixing_rule_iff {d h e f M : ℝ} (hd : 1 ≤ d) (hh : 0 < h) (he : 0 < e)
    (hf : 0 ≤ f) (hf1 : f < 1) (hM : 0 < M) :
    clausiusMossotti d h M = f * clausiusMossotti d h e ↔ M = maxwellGarnett d h e f := by
  have hk : 0 ≤ (d - 1) * h := mul_nonneg (by linarith) hh.le
  have hD : 0 < M + (d - 1) * h := by linarith
  have hpos := denominator_pos hd hh he hf hf1
  rw [maxwellGarnett, eq_div_iff hpos.ne']
  generalize clausiusMossotti d h e = b
  rw [clausiusMossotti, div_eq_iff hD.ne']
  constructor <;> intro H <;> linear_combination H

/-- For positive permittivities and fractions in dimension one or higher, the Maxwell Garnett
permittivity is the point of the mixing curve whose parameter is `d - 1` times the host
permittivity. -/
theorem maxwellGarnett_eq_mixingCurve {d h e p q : ℝ} (hd : 1 ≤ d) (hh : 0 < h) (he : 0 < e)
    (hp : 0 < p) (hq : 0 < q) (hpq : p + q = 1) :
    maxwellGarnett d h e q = mixingCurve p q h e ((d - 1) * h) := by
  obtain rfl : p = 1 - q := by linarith
  have hk : 0 ≤ (d - 1) * h := mul_nonneg (by linarith) hh.le
  have hD1 : 0 < e + (d - 1) * h := by linarith
  have hD2 : 0 < q * h + (1 - q) * e + (d - 1) * h := by
    have h1 := mul_pos hp he
    have h2 := mul_pos hq hh
    linarith
  have hpos := denominator_pos hd hh he hq.le (by linarith)
  have hb : clausiusMossotti d h e * (e + (d - 1) * h) = e - h := by
    rw [clausiusMossotti, div_mul_cancel₀ _ hD1.ne']
  have hc : (1 - q) * q * (h - e) ^ 2 / (q * h + (1 - q) * e + (d - 1) * h)
      * (q * h + (1 - q) * e + (d - 1) * h) = (1 - q) * q * (h - e) ^ 2 :=
    div_mul_cancel₀ _ hD2.ne'
  rw [maxwellGarnett, mixingCurve, div_eq_iff hpos.ne']
  generalize (1 - q) * q * (h - e) ^ 2 / (q * h + (1 - q) * e + (d - 1) * h) = c at hc ⊢
  -- clear the remaining denominator of the polarisability factor
  apply mul_right_cancel₀ hD1.ne'
  linear_combination (h * (d - 1) * q + q * ((1 - q) * h + q * e - c)) * hb + hc

/-- The mixing curve starts at the harmonic mean. -/
theorem mixingCurve_zero {p q e1 e2 : ℝ} (h1 : 0 < e1) (h2 : 0 < e2)
    (hp : 0 < p) (hq : 0 < q) (hpq : p + q = 1) :
    mixingCurve p q e1 e2 0 = harmonicMean p q e1 e2 := by
  have hD : 0 < q * e1 + p * e2 := by positivity
  have hs : p / e1 + q / e2 = (q * e1 + p * e2) / (e1 * e2) := by
    rw [div_add_div _ _ h1.ne' h2.ne']
    congr 1
    ring
  rw [harmonicMean, hs, inv_div, mixingCurve, add_zero, eq_div_iff hD.ne', sub_mul,
    div_mul_cancel₀ _ hD.ne']
  linear_combination (e1 * e2 * (p + q + 1)) * hpq

/-- For two different positive permittivities and positive fractions, the mixing curve increases
strictly with its parameter from zero upwards. -/
theorem mixingCurve_lt {p q e1 e2 s t : ℝ} (h1 : 0 < e1) (h2 : 0 < e2) (hne : e1 ≠ e2)
    (hp : 0 < p) (hq : 0 < q) (hs : 0 ≤ s) (hst : s < t) :
    mixingCurve p q e1 e2 s < mixingCurve p q e1 e2 t := by
  have hsub : e1 - e2 ≠ 0 := sub_ne_zero.2 hne
  have hA : 0 < p * q * (e1 - e2) ^ 2 := by positivity
  have hD : 0 < q * e1 + p * e2 + s := by positivity
  have := div_lt_div_of_pos_left hA hD
    (by linarith : q * e1 + p * e2 + s < q * e1 + p * e2 + t)
  unfold mixingCurve
  linarith

/-- In every dimension above one, the two Maxwell Garnett permittivities of a composite of two
phases, both present and with different positive permittivities, lie strictly between the harmonic
and arithmetic means, the one with the host of lower permittivity being the smaller. -/
theorem maxwellGarnett_bounds {d p q e1 e2 : ℝ} (hd : 1 < d) (h1 : 0 < e1) (h12 : e1 < e2)
    (hp : 0 < p) (hq : 0 < q) (hpq : p + q = 1) :
    harmonicMean p q e1 e2 < maxwellGarnett d e1 e2 q ∧
    maxwellGarnett d e1 e2 q < maxwellGarnett d e2 e1 p ∧
    maxwellGarnett d e2 e1 p < p * e1 + q * e2 := by
  have h2 : 0 < e2 := h1.trans h12
  have hk : 0 < d - 1 := by linarith
  have hsub : e1 - e2 ≠ 0 := sub_ne_zero.2 h12.ne
  -- exchanging the names of the phases leaves the curve unchanged
  have hswap : mixingCurve q p e2 e1 ((d - 1) * e2)
      = mixingCurve p q e1 e2 ((d - 1) * e2) := by
    unfold mixingCurve
    rw [show p * e2 + q * e1 = q * e1 + p * e2 by ring]
    ring
  rw [maxwellGarnett_eq_mixingCurve hd.le h1 h2 hp hq hpq,
    maxwellGarnett_eq_mixingCurve hd.le h2 h1 hq hp (by linarith), hswap,
    ← mixingCurve_zero h1 h2 hp hq hpq]
  refine ⟨mixingCurve_lt h1 h2 h12.ne hp hq le_rfl (mul_pos hk h1),
    mixingCurve_lt h1 h2 h12.ne hp hq (mul_pos hk h1).le (mul_lt_mul_of_pos_left h12 hk), ?_⟩
  have : 0 < p * q * (e1 - e2) ^ 2 / (q * e1 + p * e2 + (d - 1) * e2) := by positivity
  unfold mixingCurve
  linarith

/-- The same chain of bounds for spherical inclusions in three dimensions, with the
Maxwell Garnett formula written out. -/
theorem maxwellGarnett_bounds_three {p q e1 e2 : ℝ} (h1 : 0 < e1) (h12 : e1 < e2)
    (hp : 0 < p) (hq : 0 < q) (hpq : p + q = 1) :
    let b1 := (e2 - e1) / (e2 + 2 * e1)
    let b2 := (e1 - e2) / (e1 + 2 * e2)
    harmonicMean p q e1 e2 < e1 * (1 + 2 * q * b1) / (1 - q * b1) ∧
    e1 * (1 + 2 * q * b1) / (1 - q * b1) < e2 * (1 + 2 * p * b2) / (1 - p * b2) ∧
    e2 * (1 + 2 * p * b2) / (1 - p * b2) < p * e1 + q * e2 := by
  have H := maxwellGarnett_bounds (d := 3) (by norm_num) h1 h12 hp hq hpq
  simp only [maxwellGarnett, clausiusMossotti, show (3 : ℝ) - 1 = 2 by norm_num] at H
  exact H

/-- In dimension one both Maxwell Garnett permittivities equal the harmonic mean. -/
theorem maxwellGarnett_one {p q e1 e2 : ℝ} (h1 : 0 < e1) (h2 : 0 < e2)
    (hp : 0 < p) (hq : 0 < q) (hpq : p + q = 1) :
    maxwellGarnett 1 e1 e2 q = harmonicMean p q e1 e2 ∧
    maxwellGarnett 1 e2 e1 p = harmonicMean p q e1 e2 := by
  have hqp : q + p = 1 := by linarith
  constructor
  · rw [maxwellGarnett_eq_mixingCurve le_rfl h1 h2 hp hq hpq, sub_self, zero_mul,
      mixingCurve_zero h1 h2 hp hq hpq]
  · rw [maxwellGarnett_eq_mixingCurve le_rfl h2 h1 hq hp hqp, sub_self, zero_mul,
      mixingCurve_zero h2 h1 hq hp hqp, harmonicMean, harmonicMean, add_comm]

end

end EffectiveMediumBounds
```

```lean
#print axioms EffectiveMediumBounds.mixing_rule_iff
-- 'EffectiveMediumBounds.mixing_rule_iff' depends on axioms: [propext, Classical.choice, Quot.sound]
#print axioms EffectiveMediumBounds.maxwellGarnett_bounds
-- 'EffectiveMediumBounds.maxwellGarnett_bounds' depends on axioms: [propext, Classical.choice, Quot.sound]
#print axioms EffectiveMediumBounds.maxwellGarnett_bounds_three
-- 'EffectiveMediumBounds.maxwellGarnett_bounds_three' depends on axioms: [propext, Classical.choice, Quot.sound]
#print axioms EffectiveMediumBounds.maxwellGarnett_one
-- 'EffectiveMediumBounds.maxwellGarnett_one' depends on axioms: [propext, Classical.choice, Quot.sound]
```

## How the Lean proof follows the algebra

`denominator_pos` proves 1 − f b > 0. It records the definition of b in the multiplied form b (e + (d − 1)h) = e − h, under the name `hb`, and uses it to write the denominator as the ratio of two positive sums, as in the derivation. Lean gives division by zero the value zero, so the formula has its ordinary meaning only where neither of its denominators vanishes. This lemma covers 1 − f b, and the step `hD1` inside its proof covers e + (d − 1)h.

`mixing_rule_iff` clears the denominators on both sides of the equivalence. The factor b is replaced by an arbitrary number, because its value plays no part in solving for M. What remains is two arrangements of the same equation, and `linear_combination H` passes from one to the other in each direction.

`maxwellGarnett_eq_mixingCurve` contains the main algebraic step, M = F((d − 1)h), for a general host `h` with fraction `p` and inclusion `e` with fraction `q`. It substitutes p = 1 − q and gives the subtracted fraction in F the name `c`, known only through its product with its denominator (`hc`). After multiplication by e + (d − 1)h, the claim is a polynomial identity modulo `hb` and `hc`, and the final `linear_combination` supplies the coefficients. This takes the place of the manual substitution for e1 e2.

`mixingCurve_zero` identifies F(0) with the harmonic mean, for positive permittivities and positive fractions that sum to one. It puts p/e1 + q/e2 over a common denominator, inverts the result and clears fractions. The remaining discrepancy is e1 e2 ((p + q)² − 1), which factors as e1 e2 (p + q + 1)(p + q − 1). That explains the coefficient in front of `hpq`.

`mixingCurve_lt` proves that F increases strictly for parameters from zero upwards. The numerator p q (e1 − e2)² is positive because the phases differ, and `div_lt_div_of_pos_left` says that a larger positive denominator makes the fraction smaller. Subtracting the fractions from the same arithmetic mean reverses the inequality.

In `maxwellGarnett_bounds`, the auxiliary statement `hswap` expresses the symmetry of F under exchange of the phases. Rewriting turns the harmonic mean and the two mixing values into F(0), F((d − 1)e1) and F((d − 1)e2). Two applications of `mixingCurve_lt` give the first two inequalities, and the positivity of the subtracted term gives the third.

The last two theorems are specialisations. `maxwellGarnett_bounds_three` sets d = 3 and unfolds the definitions. `maxwellGarnett_one` sets d = 1, where the parameter (d − 1)h vanishes for either host, so both values are F(0). It assumes positive permittivities, which may be equal, and positive fractions that sum to one.
